# For an electron density between zero and A exp(−kz), the work function read at distance z is too low by at most 4πA exp(−kz)/k²

## Can an irregular density tail spoil the vacuum level?

Suppose the electron density outside a surface is exactly n(z) = A exp(−kz), in atomic units, with z measured outward and A, k > 0. The electrostatic potential energy v of an electron obeys v'' = −4πn. Integrating twice, with no field far away, I get

v(z) = v1 − 4πA exp(−kz)/k²,

where v1 is the vacuum level. If I read the potential at a finite z, I am below v1, and my work function comes out too small.

My real density is not a pure exponential, though. It has shoulders and wiggles, and all I know is that it stays between zero and some A exp(−kz). Could the wiggles push my reading above the vacuum level, or make the error larger than in the exponential case?

## Less charge outside means a smaller error

Neither can happen. The error v1 − v(z) can only grow when electron density is added outside the surface, so your case lies between empty space and the pure exponential.

The argument uses one elementary fact twice: if f' ≥ 0 for z ≥ 0 and f tends to L at infinity, then f increases and f(z) ≤ L.

Take two surfaces. The first has potential v, slope F = v', density n and vacuum level v1. The second has w, G = w', m and w1. Both slopes vanish at infinity, and n ≤ m everywhere outside. The difference of the slopes satisfies

(F − G)' = −4πn + 4πm = 4π(m − n) ≥ 0.

It therefore increases towards its limit 0, which gives F ≤ G. Next,

(w − v)' = G − F ≥ 0,

so w − v increases towards w1 − v1. Hence w(z) − v(z) ≤ w1 − v1, or, rearranged,

v1 − v(z) ≤ w1 − w(z).

Now choose the partner.

- **Empty space, as the surface with less charge.** Its potential is constant and its error is zero, so 0 ≤ v1 − v(z).
- **The exponential density, as the surface with more charge.** Its slope is G = 4πA exp(−kz)/k, and indeed G' = −4πA exp(−kz). Its error is 4πA exp(−kz)/k².

Together these give

0 ≤ v1 − v(z) ≤ 4πA exp(−kz)/k².

If instead n(z) ≥ B exp(−kz) everywhere outside, the same comparison gives an error of at least 4πB exp(−kz)/k². With B = A the two bounds meet, so the constant 4π/k² cannot be improved.

The underestimate is strict as soon as n(y) > 0 at some y beyond the sampling plane z. Since n ≥ 0, v increases and never exceeds v1. If v(z) were already equal to v1, v would be constant beyond z. Then F would vanish there, F'(y) would be zero, and so would n(y).

### What the Lean statement says about the surface

`SurfacePotential v F n v1` collects the electrostatics. Its field `slope` says v' = F, and `poisson` says F' = −4πn. Both hold for z ≥ 0, with `HasDerivWithinAt … (Ici 0)` meaning a one-sided derivative at the plane z = 0 and an ordinary one beyond it. Nothing is required for z < 0, where the solid is. The density need not be continuous, but it cannot have a jump, because it is a constant times the derivative of F.

The field `field_free` says that F tends to 0, which stands for a neutral surface with no applied field. The field `vacuum` says that v tends to v1.

The sign in Poisson's equation belongs to the potential energy of an electron, in hartree, with lengths in bohr. The bounds on the density are separate hypotheses of the theorems: `hn` for n ≥ 0 and `hA` for n ≤ A exp(−kz). The constant k is the inverse decay length of the envelope, and A is its height at z = 0.

`workFunction` is the vacuum level minus the Fermi level, here called `μ`. Replacing `v1` by `v z` gives the work function read off at the sampling plane.

The model is one-dimensional, so for a crystal surface v and n are averages over planes parallel to it. It describes a single surface facing an infinite vacuum, with all ionic charge behind z = 0. The potential is purely electrostatic and contains no exchange-correlation part. The exponential envelope is assumed, not derived from a Schrödinger equation.

```lean
import Mathlib

open Set Filter Topology
open scoped Real

namespace VacuumLevelSampling

/-- The electron potential energy `v` outside a surface, in atomic units: for `z ≥ 0` it has
slope `F` and obeys Poisson's equation `v'' = -4πn` with electron density `n`; far away
the slope vanishes and `v` tends to the vacuum level `v1`. -/
structure SurfacePotential (v F n : ℝ → ℝ) (v1 : ℝ) : Prop where
  slope : ∀ z, 0 ≤ z → HasDerivWithinAt v (F z) (Ici 0) z
  poisson : ∀ z, 0 ≤ z → HasDerivWithinAt F (-(4 * π * n z)) (Ici 0) z
  field_free : Tendsto F atTop (𝓝 0)
  vacuum : Tendsto v atTop (𝓝 v1)

/-- The work function: the vacuum level minus the Fermi level. -/
def workFunction (vacuumLevel fermiLevel : ℝ) : ℝ := vacuumLevel - fermiLevel

/-- A function with non-negative slope on the half-line `z ≥ 0` and a limit at infinity
increases there and never exceeds its limit. -/
theorem monotone_below_limit {f f' : ℝ → ℝ} {L : ℝ}
    (hd : ∀ z, 0 ≤ z → HasDerivWithinAt f (f' z) (Ici 0) z)
    (hpos : ∀ z, 0 ≤ z → 0 ≤ f' z) (hl : Tendsto f atTop (𝓝 L)) :
    MonotoneOn f (Ici 0) ∧ ∀ z, 0 ≤ z → f z ≤ L := by
  have hm : MonotoneOn f (Ici 0) :=
    monotoneOn_of_hasDerivWithinAt_nonneg (convex_Ici 0)
      (fun x hx => (hd x hx).continuousWithinAt)
      (fun x hx => (hd x (interior_subset hx)).mono interior_subset)
      (fun x hx => hpos x (interior_subset hx))
  refine ⟨hm, fun z hz => ge_of_tendsto hl ?_⟩
  filter_upwards [eventually_ge_atTop z] with y hy
  exact hm hz (le_trans hz hy) hy

/-- Comparison principle: if one surface has at most the electron density of another at every
`z ≥ 0`, then at each such `z` its potential slope and its signed difference "vacuum level minus
potential" are at most those of the other. -/
theorem comparison {v F n w G m : ℝ → ℝ} {v1 w1 : ℝ}
    (h₁ : SurfacePotential v F n v1) (h₂ : SurfacePotential w G m w1)
    (hnm : ∀ z, 0 ≤ z → n z ≤ m z) {z : ℝ} (hz : 0 ≤ z) :
    F z ≤ G z ∧ v1 - v z ≤ w1 - w z := by
  -- first integration: the difference of the slopes increases to zero
  have hF : ∀ x, 0 ≤ x → F x - G x ≤ 0 - 0 :=
    (monotone_below_limit (f := fun x => F x - G x)
      (fun x hx => (h₁.poisson x hx).sub (h₂.poisson x hx))
      (fun x hx => by
        have := mul_le_mul_of_nonneg_left (hnm x hx) Real.pi_pos.le
        linarith)
      (h₁.field_free.sub h₂.field_free)).2
  -- second integration: the difference of the potentials increases to its limit
  have hv : w z - v z ≤ w1 - v1 :=
    (monotone_below_limit (f := fun x => w x - v x)
      (fun x hx => (h₂.slope x hx).sub (h₁.slope x hx))
      (fun x hx => by linarith [hF x hx])
      (h₂.vacuum.sub h₁.vacuum)).2 z hz
  exact ⟨by linarith [hF z hz], by linarith⟩

/-- Derivative of an exponential tail `C exp(-kz)`. -/
theorem hasDerivAt_tail (C k z : ℝ) :
    HasDerivAt (fun y : ℝ => C * Real.exp (-k * y)) (-(k * C * Real.exp (-k * z))) z :=
  (((hasDerivAt_id' z).const_mul (-k)).exp.const_mul C).congr_deriv (by ring)

/-- The density `A exp(-kz)` with `k > 0` has the explicit surface potential
`v1 - 4πA exp(-kz)/k²`. -/
theorem exponential_witness (A v1 : ℝ) {k : ℝ} (hk : 0 < k) :
    SurfacePotential (fun z => v1 - 4 * π * A / k ^ 2 * Real.exp (-k * z))
      (fun z => 4 * π * A / k * Real.exp (-k * z)) (fun z => A * Real.exp (-k * z)) v1 := by
  have hk' : k ≠ 0 := hk.ne'
  have e1 : k * (4 * π * A / k ^ 2) = 4 * π * A / k := by field_simp
  have e2 : k * (4 * π * A / k) = 4 * π * A := by field_simp
  have hlim : ∀ C : ℝ, Tendsto (fun z : ℝ => C * Real.exp (-k * z)) atTop (𝓝 0) := by
    intro C
    have h : Tendsto (fun z : ℝ => -k * z) atTop atBot :=
      tendsto_id.const_mul_atTop_of_neg (neg_lt_zero.mpr hk)
    have h' := (Real.tendsto_exp_atBot.comp h).const_mul C
    rw [mul_zero] at h'
    exact h'
  refine ⟨fun z _ => ?_, fun z _ => ?_, hlim _, ?_⟩
  · exact (((hasDerivAt_tail (4 * π * A / k ^ 2) k z).const_sub v1).congr_deriv
      (by rw [neg_neg, e1])).hasDerivWithinAt
  · exact ((hasDerivAt_tail (4 * π * A / k) k z).congr_deriv
      (by rw [e2]; ring)).hasDerivWithinAt
  · have h : Tendsto (fun z : ℝ => v1 - 4 * π * A / k ^ 2 * Real.exp (-k * z)) atTop
        (𝓝 (v1 - 0)) := tendsto_const_nhds.sub (hlim _)
    rwa [sub_zero] at h

/-- Main theorem: if the electron density outside the surface is non-negative and at most
`A exp(-kz)` with `k > 0`, the potential at `z ≥ 0` lies below the vacuum level by at most
`4πA exp(-kz)/k²`. -/
theorem vacuum_level_error {v F n : ℝ → ℝ} {v1 A k : ℝ} (h : SurfacePotential v F n v1)
    (hk : 0 < k) (hn : ∀ z, 0 ≤ z → 0 ≤ n z)
    (hA : ∀ z, 0 ≤ z → n z ≤ A * Real.exp (-k * z)) {z : ℝ} (hz : 0 ≤ z) :
    0 ≤ v1 - v z ∧ v1 - v z ≤ 4 * π * A * Real.exp (-k * z) / k ^ 2 := by
  constructor
  · -- compare with empty space
    have h0 : 0 - (0 - 4 * π * 0 / k ^ 2 * Real.exp (-k * z)) ≤ v1 - v z :=
      (comparison (exponential_witness 0 0 hk) h
        (fun x hx => by simpa using hn x hx) hz).2
    calc (0 : ℝ) = 0 - (0 - 4 * π * 0 / k ^ 2 * Real.exp (-k * z)) := by ring
      _ ≤ v1 - v z := h0
  · -- compare with the exponential density
    have h1 : v1 - v z ≤ 0 - (0 - 4 * π * A / k ^ 2 * Real.exp (-k * z)) :=
      (comparison h (exponential_witness A 0 hk) hA hz).2
    calc v1 - v z ≤ 0 - (0 - 4 * π * A / k ^ 2 * Real.exp (-k * z)) := h1
      _ = 4 * π * A * Real.exp (-k * z) / k ^ 2 := by ring

/-- If the density is at least `B exp(-kz)` with `k > 0` at every `z ≥ 0`, the potential there
lies below the vacuum level by at least `4πB exp(-kz)/k²`. -/
theorem vacuum_level_error_ge {v F n : ℝ → ℝ} {v1 B k : ℝ} (h : SurfacePotential v F n v1)
    (hk : 0 < k) (hB : ∀ z, 0 ≤ z → B * Real.exp (-k * z) ≤ n z) {z : ℝ} (hz : 0 ≤ z) :
    4 * π * B * Real.exp (-k * z) / k ^ 2 ≤ v1 - v z := by
  have h1 : 0 - (0 - 4 * π * B / k ^ 2 * Real.exp (-k * z)) ≤ v1 - v z :=
    (comparison (exponential_witness B 0 hk) h hB hz).2
  calc 4 * π * B * Real.exp (-k * z) / k ^ 2
      = 0 - (0 - 4 * π * B / k ^ 2 * Real.exp (-k * z)) := by ring
    _ ≤ v1 - v z := h1

/-- If the density is non-negative for `z ≥ 0` and positive at some point beyond the sampling
plane `z ≥ 0`, the work function read off at that plane is strictly too small. -/
theorem workFunction_strict_underestimate {v F n : ℝ → ℝ} {v1 : ℝ} (μ : ℝ)
    (h : SurfacePotential v F n v1) (hn : ∀ z, 0 ≤ z → 0 ≤ n z) {z y : ℝ}
    (hz : 0 ≤ z) (hzy : z < y) (hy : 0 < n y) :
    workFunction (v z) μ < workFunction v1 μ := by
  have hF : ∀ x, 0 ≤ x → 0 ≤ F x := fun x hx => by
    have h0 : 4 * π * 0 / 1 * Real.exp (-1 * x) ≤ F x :=
      (comparison (exponential_witness 0 0 one_pos) h
        (fun t ht => by simpa using hn t ht) hx).1
    calc (0 : ℝ) = 4 * π * 0 / 1 * Real.exp (-1 * x) := by ring
      _ ≤ F x := h0
  obtain ⟨hm, hle⟩ := monotone_below_limit h.slope hF h.vacuum
  unfold workFunction
  by_contra hcon
  have hcon' : v1 ≤ v z := by linarith [not_lt.mp hcon]
  -- otherwise the potential is flat beyond z, so slope and density vanish there
  have hv : ∀ x, z < x → v x = v1 := fun x hx =>
    le_antisymm (hle x (hz.trans hx.le)) (hcon'.trans (hm hz (hz.trans hx.le) hx.le))
  have flat : ∀ (f : ℝ → ℝ) (c d x : ℝ), (∀ t, z < t → f t = c) → z < x →
      HasDerivWithinAt f d (Ici 0) x → d = 0 := by
    intro f c d x hf hx hd
    have hc : HasDerivAt f 0 x := (hasDerivAt_const x c).congr_of_eventuallyEq (by
      filter_upwards [Ioi_mem_nhds hx] with t ht
      exact hf t ht)
    exact (hd.hasDerivAt (Ici_mem_nhds (lt_of_le_of_lt hz hx))).unique hc
  have hF0 : ∀ x, z < x → F x = 0 := fun x hx =>
    flat v v1 (F x) x hv hx (h.slope x (hz.trans hx.le))
  have hn0 := flat F 0 _ y hF0 hzy (h.poisson y (hz.trans hzy.le))
  have := mul_pos Real.pi_pos hy
  linarith

/-- For a density between zero and `A exp(-kz)` with `k > 0`, a sampling distance `z ≥ 0` with
`4πA ≤ ε k² exp(kz)` gives the work function from below to within `ε`. -/
theorem workFunction_accuracy {v F n : ℝ → ℝ} {v1 A k ε : ℝ} (μ : ℝ)
    (h : SurfacePotential v F n v1) (hk : 0 < k) (hn : ∀ z, 0 ≤ z → 0 ≤ n z)
    (hA : ∀ z, 0 ≤ z → n z ≤ A * Real.exp (-k * z)) {z : ℝ} (hz : 0 ≤ z)
    (hε : 4 * π * A ≤ ε * k ^ 2 * Real.exp (k * z)) :
    workFunction v1 μ - ε ≤ workFunction (v z) μ ∧
      workFunction (v z) μ ≤ workFunction v1 μ := by
  obtain ⟨h0, h1⟩ := vacuum_level_error h hk hn hA hz
  have hE : Real.exp (k * z) * Real.exp (-k * z) = 1 := by
    rw [← Real.exp_add, show k * z + -k * z = 0 by ring, Real.exp_zero]
  have h2 : 4 * π * A * Real.exp (-k * z) / k ^ 2 ≤ ε := by
    rw [div_le_iff₀ (pow_pos hk 2)]
    calc 4 * π * A * Real.exp (-k * z)
        ≤ ε * k ^ 2 * Real.exp (k * z) * Real.exp (-k * z) :=
          mul_le_mul_of_nonneg_right hε (Real.exp_pos _).le
      _ = ε * k ^ 2 := by rw [mul_assoc, hE, mul_one]
  unfold workFunction
  constructor <;> linarith

end VacuumLevelSampling
```

```lean
#print axioms VacuumLevelSampling.vacuum_level_error
-- 'VacuumLevelSampling.vacuum_level_error' depends on axioms: [propext, Classical.choice, Quot.sound]
#print axioms VacuumLevelSampling.vacuum_level_error_ge
-- 'VacuumLevelSampling.vacuum_level_error_ge' depends on axioms: [propext, Classical.choice, Quot.sound]
#print axioms VacuumLevelSampling.workFunction_strict_underestimate
-- 'VacuumLevelSampling.workFunction_strict_underestimate' depends on axioms: [propext, Classical.choice, Quot.sound]
#print axioms VacuumLevelSampling.workFunction_accuracy
-- 'VacuumLevelSampling.workFunction_accuracy' depends on axioms: [propext, Classical.choice, Quot.sound]
```

### From the two integrations to the Lean proofs

`monotone_below_limit` is the elementary fact. Mathlib supplies monotonicity from the sign of the derivative, and `ge_of_tendsto` passes the inequality f(z) ≤ f(y), valid for all y ≥ z, to the limit.

`comparison` applies it first to `F x - G x` and then to `w x - v x`. The derivatives and limits of these differences come from `.sub`, and `linarith` does the rearranging. No integral of the density appears.

`exponential_witness` verifies the explicit solution, using `hasDerivAt_tail` for the derivatives. It also shows that the four conditions are satisfied by a surface with a non-zero density.

`vacuum_level_error` is the two-sided bound. It calls `comparison` twice, with the explicit solution for amplitude 0 as empty space and for amplitude `A` as the envelope. The partner's vacuum level is set to 0, which is harmless because only differences enter. `vacuum_level_error_ge` uses the comparison in the other direction, with amplitude `B`.

`workFunction_strict_underestimate` follows the argument by contradiction above. Its local statement `flat` says that a function constant beyond z has zero derivative there. It is used once on `v`, to get F = 0, and once on `F`, to get n(y) = 0.

`workFunction_accuracy` turns the bound into a condition on the distance. Multiplying `hε` by exp(−kz) and dividing by k² shows that the error is at most ε. For A > 0 and ε > 0 the condition reads

z ≥ (1/k) ln(4πA/(εk²)).

### When positive charge reaches past the reference plane

The sign of the error depends on n ≥ 0. Take n(z) = −B exp(−kz) with B > 0, which still lies below every envelope A exp(−kz) with A ≥ 0. The potential is then

v(z) = v1 + 4πB exp(−kz)/k²,

and the work function read at z is too large. An upper bound on n alone therefore does not fix the sign. This example is a mathematical one: at a real surface the net positive charge does not extend to infinity. What can happen is that the plane z = 0 is placed so close to the surface that ionic charge lies in front of it. Then n has to be read as a net density, electrons minus ionic charge. It can be negative in places, and in that case the hypothesis `hn` fails.

### Choosing the sampling plane in a slab calculation

In a density-functional slab calculation, the electrostatic potential energy is averaged over planes parallel to the surface, its value is read in the vacuum region, and the Fermi level is subtracted. The plane-averaged electron density from the same run supplies A and k: on a logarithmic scale, the envelope is a falling straight line that lies above the density from the chosen plane z = 0 outward. In a periodic cell the density rises again towards the next image, so this can be checked only where the image's tail is negligible. Farther out, the envelope is an assumption about the isolated surface.

As an illustration, take A = 0.01 bohr⁻³ and k = 1 bohr⁻¹. At z = 5 bohr the bound is about 8.5 × 10⁻⁴ hartree, or 23 meV. At z = 10 bohr it is about 0.16 meV. An accuracy of 1 meV is guaranteed from 8.2 bohr outward.

These numbers apply to one isolated surface. In a periodic cell the vacuum has finite width, and the tail of the neighbouring image also contributes to the potential at the sampling plane. If the two faces of the slab differ, a field can remain in the vacuum, and then the bound does not apply.
